# For quaternion matrices Re tr(AB) = Re tr(BA), but the full trace is not cyclic and a left multiple of an eigenvector need not be an eigenvector

## Why is (1+j)v not an eigenvector when v is?

The Hermitian quaternion matrix $H=\begin{pmatrix}0&i\\-i&0\end{pmatrix}$ fixes the column $v=(1,-i)$, yet $w=(1+j)v$ satisfies $Hw=wm$ for no quaternion $m$ that I try. I met this with a one-electron Hamiltonian in quaternion form, where each column stands for a Kramers pair. With complex matrices I could rescale an eigenvector by any nonzero number. Which multiples are safe here? I also found a pair of matrices with $\mathrm{tr}(AB)=k$ and $\mathrm{tr}(BA)=-k$. Can I still compute an energy as a trace of Hamiltonian times density matrix?

## Multiply from the right, and keep only the real part of the trace

No $m$ exists for your $w$. The left multiple $qv$ solves $H(qv)=(qv)m$ for some $m$ exactly when $q$ lies in the real span of $1,i$ or in that of $j,k$, and $1+j$ lies in neither. Right multiples $vp$ with $p\neq0$ are always safe. If the Hamiltonian and the density matrix are both time-reversal symmetric, the one-electron energy is twice the real part of the trace, which does not depend on the order of the factors. The factor 2 counts both members of each Kramers pair; leave it out if your density matrix already contains it.

**Traces.** For quaternions $x,y$ with components $x_0,\dots,x_3$ and $y_0,\dots,y_3$,
$$\mathrm{Re}(xy)=x_0y_0-x_1y_1-x_2y_2-x_3y_3=\mathrm{Re}(yx).$$
Summing over entries gives
$$\mathrm{Re}\,\mathrm{tr}(AB)=\sum_{a,b}\mathrm{Re}(A_{ab}B_{ba})=\sum_{a,b}\mathrm{Re}(B_{ba}A_{ab})=\mathrm{Re}\,\mathrm{tr}(BA).$$
If $TS=1$, then $\mathrm{Re}\,\mathrm{tr}(SAT)=\mathrm{Re}\,\mathrm{tr}(TSA)=\mathrm{Re}\,\mathrm{tr}A$, so a change of basis is harmless. The full trace fails for $A$ with the single nonzero entry $A_{12}=i$ and $B$ with $B_{21}=j$: the traces are $ij=k$ and $ji=-k$.

**Right multiples.** If $Av=vm$ and $p\ne0$, then
$$A(vp)=(Av)p=vmp=(vp)(p^{-1}mp).$$
The eigenvalue becomes $p^{-1}mp$. For Hermitian $A$ and $v\neq0$ it does not even change, because $m$ is real: $v^\dagger Av=\sum_a v_a^*v_a\,m=|v|^2m$ equals its own conjugate, and $|v|^2>0$.

**Left multiples.** Since $qv=(q,-qi)$, the two components of $H(qv)=(qv)m$ read
$$qm=-iqi,\qquad qim=iq.$$
Put $P=q^*iq$. The number $q^*q$ is real and commutes with $i$, so
$$P=q^*(qim)=i\,q^*(qm)=-iPi.$$
The map $P\mapsto -iPi$ reverses the $j$ and $k$ components, so both vanish. With $q=a+bi+cj+dk$ they are $2(bc-ad)$ and $2(ac+bd)$, hence
$$0=(bc-ad)^2+(ac+bd)^2=(a^2+b^2)(c^2+d^2).$$
Either $a=b=0$ or $c=d=0$. Conversely, if $c=d=0$, then $q$ commutes with $i$ and $m=1$ works; if $a=b=0$, it anticommutes with $i$ and $m=-1$ works.

This also shows what your $w$ is. The column $jv$ belongs to the level $-1$, so $w=v+jv$ mixes two different levels.

### What the Lean theorems say

`ℍ[ℝ]` is the type of real quaternions, `star` is conjugation (conjugate transposition enters through `IsHermitian`), and `*ᵥ` applies a matrix to a column. The units are called `qi`, `qj`, `qk`; `qi` is thus the unit $i$, not a product of $q$ and $i$. The column $v$ is `v₀`.

`RightEigenEq A v m` means $Av=vm$, with the scalar on the right. It admits the zero column, which is why $q=0$ satisfies both sides of `left_multiple_eigen_iff`; `hermitian_eigenvalue_real` assumes `v ≠ 0`. That theorem states reality as `star m = m`.

`re_trace_mul_comm` allows rectangular factors, and there `m` and `n` are finite index sets, not eigenvalues. In `rightEigenEq_mul_right` the letter `q` is the inverse of `p`, given by `p * q = 1`.

In a finite Kramers-paired basis, a time-reversal-symmetric one-electron operator can be written as a quaternion matrix, and its ordinary complex trace is twice the real part of the quaternion trace. If the Hamiltonian and the density matrix both have this symmetry, so does their product, and the one-electron energy is twice the real part of the quaternion trace of that product. That translation is the step from the theorems to your calculation, and it is not proved in the Lean code.

```lean
import Mathlib

open scoped Quaternion Matrix

namespace QuaternionTraceEigen

noncomputable section

/-- The quaternion unit i. -/
def qi : ℍ[ℝ] := ⟨0, 1, 0, 0⟩

/-- The quaternion unit j. -/
def qj : ℍ[ℝ] := ⟨0, 0, 1, 0⟩

/-- The quaternion unit k. -/
def qk : ℍ[ℝ] := ⟨0, 0, 0, 1⟩

/-- The four real components of i. -/
@[simp] lemma qi_parts : qi.re = 0 ∧ qi.imI = 1 ∧ qi.imJ = 0 ∧ qi.imK = 0 :=
  ⟨rfl, rfl, rfl, rfl⟩

/-- The four real components of j. -/
@[simp] lemma qj_parts : qj.re = 0 ∧ qj.imI = 0 ∧ qj.imJ = 1 ∧ qj.imK = 0 :=
  ⟨rfl, rfl, rfl, rfl⟩

/-- The four real components of k. -/
@[simp] lemma qk_parts : qk.re = 0 ∧ qk.imI = 0 ∧ qk.imJ = 0 ∧ qk.imK = 1 :=
  ⟨rfl, rfl, rfl, rfl⟩

/-- The right eigenvalue equation `A v = v m` for a quaternion matrix `A`, a column `v`
and a quaternion `m`. -/
def RightEigenEq {n : Type*} [Fintype n] (A : Matrix n n ℍ[ℝ]) (v : n → ℍ[ℝ])
    (m : ℍ[ℝ]) : Prop :=
  A *ᵥ v = fun a => v a * m

/-- The matrix `[[0, i], [-i, 0]]`. -/
def H : Matrix (Fin 2) (Fin 2) ℍ[ℝ] := !![0, qi; -qi, 0]

/-- The column `(1, -i)`. -/
def v₀ : Fin 2 → ℍ[ℝ] := ![1, -qi]

/-- The real part of a finite sum of quaternions is the sum of the real parts. -/
lemma re_finset_sum {ι : Type*} (s : Finset ι) (f : ι → ℍ[ℝ]) :
    (∑ a ∈ s, f a).re = ∑ a ∈ s, (f a).re := by
  classical
  induction s using Finset.induction_on with
  | empty => simp
  | insert a s ha ih => simp [Finset.sum_insert ha, ih]

/-- The real part of the trace of a product of two quaternion matrices does not depend on
the order of the factors. -/
theorem re_trace_mul_comm {m n : Type*} [Fintype m] [Fintype n]
    (A : Matrix m n ℍ[ℝ]) (B : Matrix n m ℍ[ℝ]) :
    (A * B).trace.re = (B * A).trace.re := by
  simp only [Matrix.trace, Matrix.diag_apply, Matrix.mul_apply, re_finset_sum]
  rw [Finset.sum_comm]
  refine Finset.sum_congr rfl fun a _ => Finset.sum_congr rfl fun b _ => ?_
  -- two quaternions: the real part of the product is symmetric
  simp only [Quaternion.re_mul]
  ring

/-- The real part of the trace of a quaternion matrix is unchanged by a change of basis
`A ↦ S A T` with `T S = 1`. -/
theorem re_trace_basis_change {n : Type*} [Fintype n] [DecidableEq n]
    (A S T : Matrix n n ℍ[ℝ]) (h : T * S = 1) :
    (S * A * T).trace.re = A.trace.re := by
  rw [re_trace_mul_comm, ← mul_assoc, h, one_mul]

/-- The full trace is not cyclic: for this pair of 2 by 2 matrices the two orders give the
different traces `k` and `-k`. -/
theorem trace_mul_not_comm :
    let A : Matrix (Fin 2) (Fin 2) ℍ[ℝ] := !![0, qi; 0, 0]
    let B : Matrix (Fin 2) (Fin 2) ℍ[ℝ] := !![0, 0; qj, 0]
    (A * B).trace = qk ∧ (B * A).trace = -qk ∧ (A * B).trace ≠ (B * A).trace := by
  intro A B
  have hij : qi * qj = qk := by apply Quaternion.ext <;> simp
  have hji : qj * qi = -qk := by apply Quaternion.ext <;> simp
  have h1 : (A * B).trace = qk := by
    simp [A, B, Matrix.trace_fin_two, hij]
  have h2 : (B * A).trace = -qk := by
    simp [A, B, Matrix.trace_fin_two, hji]
  refine ⟨h1, h2, ?_⟩
  rw [h1, h2]
  intro h
  have h3 := congrArg (fun x : ℍ[ℝ] => x.imK) h
  norm_num at h3

/-- Multiplying a solution of `A v = v m` from the right by `p`, where `p q = 1`, gives a
solution with `m` replaced by `q m p`. -/
theorem rightEigenEq_mul_right {n : Type*} [Fintype n] {A : Matrix n n ℍ[ℝ]}
    {v : n → ℍ[ℝ]} {m p q : ℍ[ℝ]} (h : RightEigenEq A v m) (hpq : p * q = 1) :
    RightEigenEq A (fun a => v a * p) (q * m * p) := by
  unfold RightEigenEq at *
  funext a
  have ha : ∑ b, A a b * v b = v a * m := congrFun h a
  calc (A *ᵥ fun a => v a * p) a = (∑ b, A a b * v b) * p := by
        simp only [Matrix.mulVec, dotProduct, Finset.sum_mul, mul_assoc]
    _ = v a * (p * q) * m * p := by rw [ha, hpq, mul_one]
    _ = v a * p * (q * m * p) := by simp only [mul_assoc]

/-- A right eigenvalue of a Hermitian quaternion matrix, belonging to a nonzero column,
equals its own conjugate, that is, it is real. -/
theorem hermitian_eigenvalue_real {n : Type*} [Fintype n] {A : Matrix n n ℍ[ℝ]}
    (hA : A.IsHermitian) {v : n → ℍ[ℝ]} (hv : v ≠ 0) {m : ℍ[ℝ]}
    (h : RightEigenEq A v m) : star m = m := by
  -- the quadratic form v†Av is self-conjugate
  have hS : star (∑ a, ∑ b, star (v a) * A a b * v b)
      = ∑ a, ∑ b, star (v a) * A a b * v b := by
    simp only [star_sum, star_mul, star_star]
    rw [Finset.sum_comm]
    refine Finset.sum_congr rfl fun a _ => Finset.sum_congr rfl fun b _ => ?_
    rw [hA.apply a b, mul_assoc]
  -- and equals the squared norm of v times m
  have hN : ∑ a, ∑ b, star (v a) * A a b * v b
      = (∑ a, Quaternion.normSq (v a)) • m := by
    rw [Finset.sum_smul]
    refine Finset.sum_congr rfl fun a _ => ?_
    have ha : ∑ b, A a b * v b = v a * m := congrFun h a
    simp only [mul_assoc]
    rw [← Finset.mul_sum, ha, ← mul_assoc, Quaternion.star_mul_self,
      Quaternion.coe_mul_eq_smul]
  obtain ⟨a, ha⟩ := Function.ne_iff.mp hv
  have hr : 0 < ∑ a, Quaternion.normSq (v a) :=
    Finset.sum_pos' (fun _ _ => Quaternion.normSq_nonneg)
      ⟨a, Finset.mem_univ a, lt_of_le_of_ne Quaternion.normSq_nonneg
        (Ne.symm (Quaternion.normSq_ne_zero.mpr ha))⟩
  have hs : ∀ r : ℝ, star (r • m) = r • star m := by
    intro r
    apply Quaternion.ext <;> simp
  rw [hN, hs] at hS
  exact smul_right_injective _ hr.ne' hS

/-- The matrix `H = [[0, i], [-i, 0]]` is Hermitian and fixes the column `(1, -i)`. -/
theorem H_hermitian_and_fixes : H.IsHermitian ∧ H *ᵥ v₀ = v₀ := by
  constructor
  · refine Matrix.IsHermitian.ext fun a b => ?_
    fin_cases a <;> fin_cases b <;> apply Quaternion.ext <;> simp [H]
  · funext a
    fin_cases a <;> apply Quaternion.ext <;>
      simp [H, v₀, Matrix.mulVec, dotProduct, Fin.sum_univ_two]

/-- The left multiple `q (1, -i)` satisfies the right eigenvalue equation of `H` for some quaternion
`m` exactly when `q` is a real linear combination of `1` and `i`, or a real linear combination of
`j` and `k`. -/
theorem left_multiple_eigen_iff (q : ℍ[ℝ]) :
    (∃ m, RightEigenEq H (fun a => q * v₀ a) m) ↔
      (q.imJ = 0 ∧ q.imK = 0) ∨ (q.re = 0 ∧ q.imI = 0) := by
  constructor
  · rintro ⟨m, h⟩
    have h0 : q * m = -(qi * q * qi) := by
      simpa [H, v₀, Matrix.mulVec, dotProduct, Fin.sum_univ_two, mul_assoc]
        using (congrFun h 0).symm
    have h1 : q * qi * m = qi * q := by
      simpa [H, v₀, Matrix.mulVec, dotProduct, Fin.sum_univ_two, mul_assoc]
        using (congrFun h 1).symm
    have hc : star q * q * qi = qi * (star q * q) := by
      rw [Quaternion.star_mul_self]
      exact Quaternion.coe_commutes _ _
    -- eliminate m, using that q* q is central
    have hP : star q * qi * q = -(qi * (star q * qi * q) * qi) := by
      calc star q * qi * q = star q * (q * qi * m) := by rw [h1, mul_assoc]
        _ = star q * q * qi * m := by simp only [mul_assoc]
        _ = qi * (star q * q) * m := by rw [hc]
        _ = qi * star q * (q * m) := by simp only [mul_assoc]
        _ = -(qi * (star q * qi * q) * qi) := by
          rw [h0]; simp only [mul_assoc, mul_neg]
    have fJ : ∀ p : ℍ[ℝ], (-(qi * p * qi)).imJ = -p.imJ := by intro p; simp
    have fK : ∀ p : ℍ[ℝ], (-(qi * p * qi)).imK = -p.imK := by intro p; simp
    have eJ : (star q * qi * q).imJ = 2 * (q.imI * q.imJ - q.re * q.imK) := by
      simp
      ring
    have eK : (star q * qi * q).imK = 2 * (q.re * q.imJ + q.imI * q.imK) := by
      simp
      ring
    have gJ := (congrArg (fun x : ℍ[ℝ] => x.imJ) hP).trans (fJ _)
    have gK := (congrArg (fun x : ℍ[ℝ] => x.imK) hP).trans (fK _)
    have hJ : q.imI * q.imJ - q.re * q.imK = 0 := by linarith
    have hK : q.re * q.imJ + q.imI * q.imK = 0 := by linarith
    have hprod : (q.re ^ 2 + q.imI ^ 2) * (q.imJ ^ 2 + q.imK ^ 2) = 0 := by
      linear_combination (q.imI * q.imJ - q.re * q.imK) * hJ
        + (q.re * q.imJ + q.imI * q.imK) * hK
    have hz : ∀ x y : ℝ, x ^ 2 + y ^ 2 = 0 → x = 0 ∧ y = 0 := by
      intro x y hxy
      exact ⟨(pow_eq_zero_iff two_ne_zero).mp (by linarith [sq_nonneg x, sq_nonneg y]),
        (pow_eq_zero_iff two_ne_zero).mp (by linarith [sq_nonneg x, sq_nonneg y])⟩
    rcases mul_eq_zero.mp hprod with h2 | h2
    · exact Or.inr (hz _ _ h2)
    · exact Or.inl (hz _ _ h2)
  · -- the eigenvalue is 1 in the first case and -1 in the second
    rintro (⟨h2, h3⟩ | ⟨h2, h3⟩)
    · refine ⟨1, ?_⟩
      unfold RightEigenEq
      funext a
      fin_cases a <;> apply Quaternion.ext <;>
        simp [H, v₀, Matrix.mulVec, dotProduct, Fin.sum_univ_two, h2, h3]
    · refine ⟨-1, ?_⟩
      unfold RightEigenEq
      funext a
      fin_cases a <;> apply Quaternion.ext <;>
        simp [H, v₀, Matrix.mulVec, dotProduct, Fin.sum_univ_two, h2, h3]

/-- The column `w = (1 + j) (1, -i)` satisfies `H w = w m` for no quaternion `m`. -/
theorem one_add_j_multiple_not_eigen (m : ℍ[ℝ]) :
    ¬ RightEigenEq H (fun a => (1 + qj) * v₀ a) m := by
  intro h
  have h1 := (left_multiple_eigen_iff (1 + qj)).mp ⟨m, h⟩
  simp at h1

end

end QuaternionTraceEigen
```

```lean
#print axioms QuaternionTraceEigen.re_trace_basis_change
#print axioms QuaternionTraceEigen.H_hermitian_and_fixes
#print axioms QuaternionTraceEigen.left_multiple_eigen_iff
#print axioms QuaternionTraceEigen.one_add_j_multiple_not_eigen
```

```
'QuaternionTraceEigen.re_trace_basis_change' depends on axioms: [propext, Classical.choice, Quot.sound]
'QuaternionTraceEigen.H_hermitian_and_fixes' depends on axioms: [propext, Classical.choice, Quot.sound]
'QuaternionTraceEigen.left_multiple_eigen_iff' depends on axioms: [propext, Classical.choice, Quot.sound]
'QuaternionTraceEigen.one_add_j_multiple_not_eigen' depends on axioms: [propext, Classical.choice, Quot.sound]
```

### From the hand calculation to the proofs

`re_finset_sum` moves the real part inside a finite sum by induction. `re_trace_mul_comm` then exchanges the two sums with `Finset.sum_comm` and compares the products termwise through `Quaternion.re_mul`. `re_trace_basis_change` applies it to $SA$ and $T$. In `trace_mul_not_comm`, the $k$ components of the two traces show that they differ.

`rightEigenEq_mul_right` inserts $pq=1$ between $v_a$ and $m$. In `hermitian_eigenvalue_real`, `hS` says that $v^\dagger Av$ is self-conjugate, `hN` evaluates it as $|v|^2m$, and `hr` gives the positive norm that is cancelled at the end. `H_hermitian_and_fixes` checks its two claims entry by entry.

In `left_multiple_eigen_iff`, `h0` and `h1` are the two component equations, `hc` is the commutation of $q^*q$ with $i$, and `hP` is $P=-iPi$. The sign reversals are `fJ` and `fK`, and the explicit components are `eJ` and `eK`. `linear_combination` assembles the product identity `hprod`, and `hz` turns a vanishing sum of two squares into two zeros. The converse supplies $1$ or $-1$ and compares components. Finally, `one_add_j_multiple_not_eigen` applies the criterion to $1+j$, whose real and $j$ components are both nonzero.
